# KMS rates keep the Gibbs state stationary for Lindblad jumps of definite energy in a finite system

A small quantum system exchanges energy with a heat bath to which it is weakly coupled. Jumps take it down in energy, and the reverse jumps take it back up. If the bath has a definite temperature, the system's Gibbs state at that temperature should not change in time. Which ratio of upward to downward rates ensures this? The answer gives a consistency check for thermal Lindblad simulations whose system is finite and whose jump operators each have a single transition frequency.

## Energy-lowering jumps and their generator

Operators are complex square matrices indexed by a finite type `n`; the finite type `ι` labels dissipative channels. Units have \(\hbar=k_B=1\), and \(X^\dagger\), written `Xᴴ` in Lean, is the conjugate transpose.

```lean
import Mathlib

open Matrix

namespace ThermalLindblad

noncomputable section

variable {n ι : Type*} [Fintype n] [DecidableEq n] [Fintype ι]
```

Let \(H\) be the Hamiltonian and \(A\) a jump operator. For real \(w\), the condition `LowersBy H A w` says \(HA-AH=-wA\): acting on an energy eigenvector, \(A\) gives either zero or an eigenvector with energy lower by \(w\). A negative \(w\) means that the energy rises.

```lean
/-- The jump operator `A` lowers the energy by `w`: `H A - A H = -w A`. -/
def LowersBy (H A : Matrix n n ℂ) (w : ℝ) : Prop :=
  H * A - A * H = (-(w : ℂ)) • A
```

The jumps could also have been modelled as single transitions \(|a\rangle\langle b|\) between energy eigenstates. That would simplify the algebra, but a total-spin lowering operator in a magnetic field, which drives several transitions at one frequency, would no longer count as one jump.

For real inverse temperature \(\beta\), `gibbs β H` is \(\rho=e^{-\beta H}\), without normalisation. For Hermitian \(H\) and at least one level, the density matrix is \(\rho/Z\) with \(Z=\operatorname{Tr}\rho>0\). The maps below are linear in the state, so dividing by \(Z\) does not affect stationarity.

```lean
/-- The unnormalised Gibbs operator `exp (-β H)`. -/
def gibbs (β : ℝ) (H : Matrix n n ℂ) : Matrix n n ℂ :=
  NormedSpace.exp ((-(β : ℂ)) • H)
```

The dissipator is
\[
D[X]\rho=X\rho X^\dagger-\tfrac12\left(X^\dagger X\rho+\rho X^\dagger X\right).
\]

```lean
/-- The dissipator `D[X]ρ = X ρ Xᴴ - (Xᴴ X ρ + ρ Xᴴ X) / 2`. -/
def dissipator (X ρ : Matrix n n ℂ) : Matrix n n ℂ :=
  X * ρ * Xᴴ - (1 / 2 : ℂ) • (Xᴴ * X * ρ + ρ * (Xᴴ * X))
```

The generator adds \(-i[H,\rho]\) to a sum over channels \(k\), with rate `down k` for \(A_k\) and `up k` for \(A_k^\dagger\). The definition accepts any real rates; for Hermitian \(H\), nonnegative rates make it a physical Lindblad generator.

```lean
/-- The Lindblad generator with Hamiltonian `H`, in which channel `k` has jump operator `A k`
at rate `down k` and the adjoint jump at rate `up k`. -/
def generator (H : Matrix n n ℂ) (A : ι → Matrix n n ℂ) (down up : ι → ℝ)
    (ρ : Matrix n n ℂ) : Matrix n n ℂ :=
  (-Complex.I) • (H * ρ - ρ * H) +
    ∑ k, ((down k : ℂ) • dissipator (A k) ρ + (up k : ℂ) • dissipator (A k)ᴴ ρ)
```

## (a) Moving an exponential past a matrix

Suppose \(XA=AY\). Show that
\[
e^XA=Ae^Y.
\]

Applying the hypothesis repeatedly gives \(X^kA=AY^k\) for every \(k\ge0\). Hence
\[
e^XA=\sum_{k\ge0}\frac{X^kA}{k!}=\sum_{k\ge0}\frac{AY^k}{k!}=Ae^Y.
\]
In Lean, `hs.pow_right k` supplies the identity for powers, and `hX.unique hY` identifies the two sums. The matrix norm chosen at the start serves only to discuss convergence.

```lean
/-- If `X A = A Y`, then `exp(X) A = A exp(Y)`. -/
theorem exp_intertwine {X Y A : Matrix n n ℂ} (h : X * A = A * Y) :
    NormedSpace.exp X * A = A * NormedSpace.exp Y := by
  let : NormedRing (Matrix n n ℂ) := Matrix.linftyOpNormedRing
  let : NormedAlgebra ℂ (Matrix n n ℂ) := Matrix.linftyOpNormedAlgebra
  have hs : SemiconjBy A Y X := h.symm
  have hX := (NormedSpace.expSeries_summable' (𝕂 := ℂ) X).hasSum.mul_right A
  have hY := (NormedSpace.expSeries_summable' (𝕂 := ℂ) Y).hasSum.mul_left A
  -- the two exponential series agree term by term
  have e : (fun k : ℕ => ((k.factorial : ℂ)⁻¹ • X ^ k) * A) =
      fun k : ℕ => A * ((k.factorial : ℂ)⁻¹ • Y ^ k) := by
    funext k
    rw [smul_mul_assoc, mul_smul_comm, (hs.pow_right k).eq]
  rw [e] at hX
  rw [NormedSpace.exp_eq_tsum ℂ]
  exact hX.unique hY
```

## (b) The exponential of a constant energy shift

For complex \(c\), show that
\[
e^{c\mathbf 1}=e^c\mathbf 1.
\]

Since \((c\mathbf 1)^k=c^k\mathbf 1\), the series is \(\sum_k(c^k/k!)\mathbf 1=e^c\mathbf 1\). The proof uses the library fact that the exponential commutes with the embedding of scalars as multiples of the identity.

```lean
/-- The exponential of a multiple of the identity is the scalar exponential times the identity. -/
theorem exp_scalar (c : ℂ) :
    NormedSpace.exp (c • (1 : Matrix n n ℂ)) = Complex.exp c • (1 : Matrix n n ℂ) := by
  let : NormedRing (Matrix n n ℂ) := Matrix.linftyOpNormedRing
  let : NormedAlgebra ℂ (Matrix n n ℂ) := Matrix.linftyOpNormedAlgebra
  rw [← Algebra.algebraMap_eq_smul_one, ← Algebra.algebraMap_eq_smul_one,
    Complex.exp_eq_exp_ℂ]
  exact (NormedSpace.algebraMap_exp_comm c).symm
```

## (c) The energy change of the reverse jump

Let \(H\) be Hermitian and let \(A\) lower the energy by \(w\). Show that
\[
HA^\dagger-A^\dagger H=-(-w)A^\dagger.
\]

The adjoint of \(HA-AH=-wA\) is \(A^\dagger H-HA^\dagger=-wA^\dagger\), because \(H^\dagger=H\) and \(w\) is real. Multiply by \(-1\). The Lean proof does the same, applying `conjTranspose` to both sides.

```lean
omit [DecidableEq n] in
/-- For Hermitian `H`, if `A` lowers the energy by `w`, then its adjoint lowers it by `-w`. -/
theorem LowersBy.adjoint {H A : Matrix n n ℂ} {w : ℝ} (h : LowersBy H A w)
    (hH : H.IsHermitian) : LowersBy H Aᴴ (-w) := by
  unfold LowersBy at h ⊢
  have h' := congrArg conjTranspose h
  have hs : star (-(w : ℂ)) = -(w : ℂ) := by simp
  rw [conjTranspose_sub, conjTranspose_mul, conjTranspose_mul, conjTranspose_smul,
    hH.eq, hs] at h'
  rw [Complex.ofReal_neg]
  linear_combination (norm := module) (-1 : ℂ) • h'
```

## (d) A Boltzmann factor from reordering

Let \(A\) lower the energy by \(w\). Show that
\[
\rho A=e^{\beta w}A\rho.
\]

From \(HA=A(H-w\mathbf 1)\) we get
\[
(-\beta H)A=A(-\beta H+\beta w\mathbf 1).
\]
Part (a) gives \(\rho A=Ae^{-\beta H+\beta w\mathbf 1}\). The two terms in the exponent commute, so the exponential factorises, and (b) turns it into \(e^{\beta w}\rho\). In the code, `hXY` is the displayed equation.

```lean
/-- Moving the Gibbs operator through a jump that lowers the energy by `w` costs a
Boltzmann factor: `ρ A = exp(β w) A ρ`. -/
theorem gibbs_mul {H A : Matrix n n ℂ} {w : ℝ} (β : ℝ) (h : LowersBy H A w) :
    gibbs β H * A = ((Real.exp (β * w) : ℝ) : ℂ) • (A * gibbs β H) := by
  unfold LowersBy at h
  have hHA : H * A = A * H - (w : ℂ) • A := by
    linear_combination (norm := module) h
  have hXY : ((-(β : ℂ)) • H) * A =
      A * ((-(β : ℂ)) • H + ((β : ℂ) * (w : ℂ)) • (1 : Matrix n n ℂ)) := by
    rw [smul_mul_assoc, hHA, mul_add, mul_smul_comm, mul_smul_comm, mul_one]
    module
  unfold gibbs
  rw [exp_intertwine hXY,
    Matrix.exp_add_of_commute _ _ ((Commute.one_right _).smul_right _), exp_scalar,
    mul_smul_comm, mul_one, mul_smul_comm, Complex.ofReal_exp, Complex.ofReal_mul]
```

## (e) Opposite Boltzmann factors

For real \(x\), show that
\[
e^xe^{-x}=1.
\]

The exponents add to zero. The lemma records this for real exponentials regarded as complex numbers, the form in which they multiply matrices.

```lean
/-- For real `x`, `exp(x) exp(-x) = 1`, with the real exponentials regarded as complex numbers. -/
theorem boltzmann_mul (x : ℝ) :
    ((Real.exp x : ℝ) : ℂ) * ((Real.exp (-x) : ℝ) : ℂ) = 1 := by
  rw [← Complex.ofReal_mul, ← Real.exp_add, add_neg_cancel, Real.exp_zero, Complex.ofReal_one]
```

## (f) The downward dissipator acting on the Gibbs operator

With \(H\) Hermitian and \(A\) lowering the energy by \(w\), show that
\[
D[A]\rho=e^{-\beta w}AA^\dagger\rho-A^\dagger A\rho.
\]

By (c), part (d) applies to \(A^\dagger\) with \(-w\), so \(\rho A^\dagger=e^{-\beta w}A^\dagger\rho\). Therefore
\[
A\rho A^\dagger=e^{-\beta w}AA^\dagger\rho,
\]
\[
\rho A^\dagger A=e^{-\beta w}A^\dagger\rho A
=e^{-\beta w}e^{\beta w}A^\dagger A\rho=A^\dagger A\rho.
\]
The two halves of the anticommutator term are thus equal and add to \(A^\dagger A\rho\). These displayed equations are `e1` and `e2` in the proof.

```lean
/-- For Hermitian `H` and `A` lowering the energy by `w`, the dissipator on the Gibbs operator is
`D[A]ρ = exp(-β w) A Aᴴ ρ - Aᴴ A ρ`. -/
theorem dissipator_gibbs {H A : Matrix n n ℂ} {w : ℝ} (β : ℝ) (hH : H.IsHermitian)
    (h : LowersBy H A w) :
    dissipator A (gibbs β H) =
      ((Real.exp (-(β * w)) : ℝ) : ℂ) • (A * Aᴴ * gibbs β H) - Aᴴ * A * gibbs β H := by
  have h1 := gibbs_mul β h
  have h2 := gibbs_mul β (h.adjoint hH)
  rw [mul_neg] at h2
  have hba := boltzmann_mul (β * w)
  rw [mul_comm] at hba
  have e1 : A * gibbs β H * Aᴴ =
      ((Real.exp (-(β * w)) : ℝ) : ℂ) • (A * Aᴴ * gibbs β H) := by
    rw [mul_assoc, h2, mul_smul_comm, mul_assoc]
  -- `Aᴴ A` conserves the energy, so it commutes with the Gibbs operator
  have e2 : gibbs β H * (Aᴴ * A) = Aᴴ * A * gibbs β H := by
    rw [← mul_assoc, h2, smul_mul_assoc, mul_assoc, h1, mul_smul_comm, smul_smul, hba,
      one_smul, mul_assoc]
  unfold dissipator
  rw [e1, e2]
  module
```

## (g) The upward dissipator acting on the Gibbs operator

Under the same hypotheses, show that
\[
D[A^\dagger]\rho=-e^{\beta w}D[A]\rho.
\]

Replace \(A\) by \(A^\dagger\) and \(w\) by \(-w\) in (f):
\[
\begin{aligned}
D[A^\dagger]\rho&=e^{\beta w}A^\dagger A\rho-AA^\dagger\rho\\
&=-e^{\beta w}\left(e^{-\beta w}AA^\dagger\rho-A^\dagger A\rho\right).
\end{aligned}
\]
The bracket is \(D[A]\rho\). The final `linear_combination` uses (e) to match the coefficients of \(AA^\dagger\rho\).

```lean
/-- For Hermitian `H` and `A` lowering the energy by `w`, the reverse channel on the Gibbs operator
is `D[Aᴴ]ρ = -exp(β w) D[A]ρ`. -/
theorem dissipator_adjoint_gibbs {H A : Matrix n n ℂ} {w : ℝ} (β : ℝ) (hH : H.IsHermitian)
    (h : LowersBy H A w) :
    dissipator Aᴴ (gibbs β H) =
      (-((Real.exp (β * w) : ℝ) : ℂ)) • dissipator A (gibbs β H) := by
  have hab := boltzmann_mul (β * w)
  rw [dissipator_gibbs β hH h, dissipator_gibbs β hH (h.adjoint hH),
    conjTranspose_conjTranspose, mul_neg, neg_neg]
  linear_combination (norm := module) hab • (A * Aᴴ * gibbs β H)
```

## (h) Cancellation of the two dissipators

Under the same hypotheses, show for every real \(g\) that
\[
g\,D[A]\rho+g e^{-\beta w}D[A^\dagger]\rho=0.
\]

By (g), the second term is \(-g e^{-\beta w}e^{\beta w}D[A]\rho=-g\,D[A]\rho\), which cancels the first.

The factor \(e^{-\beta w}\) is the KMS (Kubo–Martin–Schwinger) ratio of upward to downward rates. It stands for a bath in equilibrium at inverse temperature \(\beta\), and is assumed here, not derived from a bath model.

```lean
/-- For Hermitian `H` and a jump that lowers the energy by `w`, with rates `g` and `g exp(-β w)` for
the jump and its adjoint, the two dissipators cancel on the Gibbs operator. -/
theorem kms_stationary {H A : Matrix n n ℂ} {w : ℝ} (β g : ℝ) (hH : H.IsHermitian)
    (h : LowersBy H A w) :
    (g : ℂ) • dissipator A (gibbs β H) +
      ((g * Real.exp (-(β * w)) : ℝ) : ℂ) • dissipator Aᴴ (gibbs β H) = 0 := by
  have hab := boltzmann_mul (β * w)
  rw [dissipator_adjoint_gibbs β hH h, Complex.ofReal_mul]
  linear_combination (norm := module) (-(g : ℂ) * hab) • dissipator A (gibbs β H)
```

## (i) Stationarity under the full generator

Let \(H\) be Hermitian, let each \(A_k\) lower the energy by \(w_k\), and let the rates satisfy \(\mathrm{up}_k=\mathrm{down}_k e^{-\beta w_k}\). Writing \(\mathcal L\) for the generator, show that
\[
\mathcal L\rho=0.
\]

Part (a) with \(X=Y=-\beta H\) and \(A=H\) gives \(\rho H=H\rho\), so the Hamiltonian term vanishes. Each term of the channel sum vanishes by (h); `Finset.sum_eq_zero` carries out this last step. All channels share one \(\beta\), but their frequencies may differ.

```lean
/-- For Hermitian `H` and jumps `A k` that each lower the energy by a definite `w k`, the full
Lindblad generator annihilates the Gibbs operator when the rates of every channel obey the KMS ratio
at the same `β`. -/
theorem generator_gibbs {H : Matrix n n ℂ} {A : ι → Matrix n n ℂ} {w down up : ι → ℝ}
    (β : ℝ) (hH : H.IsHermitian) (h : ∀ k, LowersBy H (A k) (w k))
    (kms : ∀ k, up k = down k * Real.exp (-(β * w k))) :
    generator H A down up (gibbs β H) = 0 := by
  have hc : gibbs β H * H = H * gibbs β H :=
    exp_intertwine (by rw [smul_mul_assoc, mul_smul_comm])
  unfold generator
  rw [hc, sub_self, smul_zero, zero_add]
  refine Finset.sum_eq_zero fun k _ => ?_
  rw [kms k]
  exact kms_stationary β (down k) hH (h k)
```

In a master-equation code, one can build \(\mathcal L\), apply it to \(e^{-\beta H}/Z\) and check that the residual is at rounding level. If the code takes jump operators with their rates absorbed, pass \(\sqrt{\mathrm{down}_k}\,A_k\) and \(\sqrt{\mathrm{up}_k}\,A_k^\dagger\). A residual well above rounding can reveal jump operators built for a different Hamiltonian from the one in \(\rho\).

## (j) Recovering the rate ratio from stationarity

Let \(H\) be Hermitian, let \(A\ne0\) lower the energy by \(w\), and let \(\beta w\ne0\). For real rates, show that
\[
\mathrm{down}\,D[A]\rho+\mathrm{up}\,D[A^\dagger]\rho=0
\iff \mathrm{up}=\mathrm{down}\,e^{-\beta w}.
\]

First, \(D[A]\rho\ne0\). Otherwise (f), after cancelling the invertible \(\rho\), gives \(e^{-\beta w}AA^\dagger=A^\dagger A\). Taking traces,
\[
(e^{-\beta w}-1)\operatorname{Tr}(A^\dagger A)=0.
\]
The first factor is nonzero because \(\beta w\ne0\), and the trace is \(\sum_{ij}|A_{ij}|^2>0\), a contradiction. This is `hD`; the "single channel" in its comment means the jump \(A\) without its reverse.

By (g), the left side of the equation to be solved is
\[
(\mathrm{down}-e^{\beta w}\mathrm{up})D[A]\rho,
\]
as `hc` states. It vanishes exactly when the scalar does, which is the claimed ratio.

At \(w=0\) the ratio need not follow: for pure dephasing with a diagonal \(A\) and diagonal \(H\), any rates leave \(\rho\) stationary. The equivalence concerns one jump operator together with its adjoint, and neither it nor (i) says that the Gibbs state is the only stationary state or that the dynamics approaches it.

```lean
/-- For Hermitian `H` and a nonzero jump operator that lowers the energy by `w`, with `β w ≠ 0`, the
two dissipators cancel on the Gibbs operator exactly when the rates obey the KMS ratio. -/
theorem stationary_iff_kms {H A : Matrix n n ℂ} {w β : ℝ} (down up : ℝ) (hH : H.IsHermitian)
    (h : LowersBy H A w) (hA : A ≠ 0) (hw : β * w ≠ 0) :
    (down : ℂ) • dissipator A (gibbs β H) + (up : ℂ) • dissipator Aᴴ (gibbs β H) = 0 ↔
      up = down * Real.exp (-(β * w)) := by
  -- a single channel alone does not preserve the Gibbs operator
  have hD : dissipator A (gibbs β H) ≠ 0 := by
    intro h0
    rw [dissipator_gibbs β hH h, sub_eq_zero, ← smul_mul_assoc] at h0
    have hu : IsUnit (gibbs β H) := Matrix.isUnit_exp _
    have ht := congrArg trace (hu.mul_right_cancel h0)
    rw [trace_smul, trace_mul_comm A, smul_eq_mul] at ht
    have hz : (((Real.exp (-(β * w)) : ℝ) : ℂ) - 1) * trace (Aᴴ * A) = 0 := by
      linear_combination ht
    rcases mul_eq_zero.mp hz with h1 | h1
    · have h2 : Real.exp (-(β * w)) = 1 := by exact_mod_cast sub_eq_zero.mp h1
      exact hw (neg_eq_zero.mp (Real.exp_eq_one_iff _ |>.mp h2))
    · open scoped ComplexOrder in
      exact hA (Matrix.trace_conjTranspose_mul_self_eq_zero_iff.mp h1)
  have hc : (down : ℂ) • dissipator A (gibbs β H) + (up : ℂ) • dissipator Aᴴ (gibbs β H) =
      ((down - Real.exp (β * w) * up : ℝ) : ℂ) • dissipator A (gibbs β H) := by
    rw [dissipator_adjoint_gibbs β hH h, Complex.ofReal_sub, Complex.ofReal_mul]
    module
  have hab : Real.exp (β * w) * Real.exp (-(β * w)) = 1 := by
    rw [← Real.exp_add, add_neg_cancel, Real.exp_zero]
  rw [hc, smul_eq_zero, or_iff_left hD, Complex.ofReal_eq_zero]
  constructor
  · intro h0
    linear_combination (-Real.exp (-(β * w))) * h0 - up * hab
  · intro h0
    linear_combination (-Real.exp (β * w)) * h0 - down * hab
```

## (k) A two-level system

For real \(w\), take
\[
H=\begin{pmatrix}0&0\\0&w\end{pmatrix},\qquad
A=\begin{pmatrix}0&1\\0&0\end{pmatrix}.
\]
Show that
\[
H^\dagger=H,\qquad HA-AH=-wA,\qquad A\ne0.
\]

\(H\) is real and diagonal, hence Hermitian. Direct multiplication gives \(HA=0\) and \(AH=wA\), and the upper-right entry of \(A\) is 1. Lean checks the matrix equations entry by entry with `fin_cases`.

Here the normalised Gibbs populations are \(1/(1+e^{-\beta w})\) and \(e^{-\beta w}/(1+e^{-\beta w})\). The second divided by the first equals the KMS ratio of upward to downward rates, so the upward and downward probability flows balance.

```lean
/-- In the two-level system with energies `0` and `w`, the nonzero matrix taking the second
level to the first lowers the energy by `w`. -/
theorem lowersBy_witness (w : ℝ) :
    (!![0, 0; 0, (w : ℂ)]).IsHermitian ∧
      LowersBy !![0, 0; 0, (w : ℂ)] !![0, 1; 0, 0] w ∧
      (!![0, 1; 0, 0] : Matrix (Fin 2) (Fin 2) ℂ) ≠ 0 := by
  refine ⟨?_, ?_, ?_⟩
  · ext i j
    fin_cases i <;> fin_cases j <;> simp [conjTranspose_apply]
  · unfold LowersBy
    ext i j
    fin_cases i <;> fin_cases j <;> simp
  · intro h
    have h01 := congrFun (congrFun h 0) 1
    simp at h01

end

end ThermalLindblad
```

```lean
#print axioms ThermalLindblad.generator_gibbs
#print axioms ThermalLindblad.stationary_iff_kms
```

```
'ThermalLindblad.generator_gibbs' depends on axioms: [propext, Classical.choice, Quot.sound]
'ThermalLindblad.stationary_iff_kms' depends on axioms: [propext, Classical.choice, Quot.sound]
```
